# The Nesbet and coupled-cluster energy formulas agree for the same cluster amplitudes and antisymmetrised couplings

Let $i,j$ label the occupied spin orbitals of a reference determinant $\Phi_0$ and $a,b$ the virtual ones. Both sets are finite; in Lean they are the types `o` and `v`. A third finite type `R` will label excitations beyond doubles. All numbers are complex.

```lean
import Mathlib

open Matrix

namespace NesbetTheorem

noncomputable section

variable {o v R : Type*} [Fintype o] [Fintype v] [Fintype R]
```

The couplings of the reference to singles and doubles are $f_{ia}=\langle\Phi_0|H|\Phi_i^a\rangle$ and $A_{ijab}=\langle\Phi_0|H|\Phi_{ij}^{ab}\rangle$. For a Hamiltonian with one- and two-body terms, $A_{ijab}$ is the antisymmetrised integral $\langle ij\|ab\rangle$, which changes sign when $i,j$ or $a,b$ are exchanged. The predicate `IsAntisymmetrized` expresses both sign changes.

```lean
/-- Antisymmetry of a four-index array in its occupied pair and in its virtual pair. -/
def IsAntisymmetrized {o v : Type*} (A : o → o → v → v → ℂ) : Prop :=
  (∀ i j a b, A j i a b = -A i j a b) ∧ (∀ i j a b, A i j b a = -A i j a b)
```

The singles amplitudes are $s_{ia}$ and the connected doubles amplitudes $t_{ijab}$. The CI doubles built from them are

$$c_{ijab}=t_{ijab}+s_{ia}s_{jb}-s_{ib}s_{ja}.$$

This is the doubles part of an exponential wavefunction with reference coefficient one, taken here as a definition; no cluster operator is expanded. The CI singles coefficients are the $s_{ia}$ themselves.

```lean
/-- CI doubles coefficients built from connected doubles `t` and products of singles `s`. -/
def ciDoubles {o v : Type*} (s : o → v → ℂ) (t : o → o → v → v → ℂ) :
    o → o → v → v → ℂ :=
  fun i j a b => t i j a b + s i a * s j b - s i b * s j a
```

Two energy expressions are to be compared, both measured from the reference energy. The first uses CI coefficients:

$$E_{\mathrm N}=\sum_{ia}f_{ia}s_{ia}+\tfrac14\sum_{ijab}A_{ijab}c_{ijab}.$$

```lean
/-- Nesbet correlation energy from CI singles `s` and CI doubles `c`, with Fock couplings `f`
and two-electron couplings `A`. -/
def nesbetEnergy (f : o → v → ℂ) (A : o → o → v → v → ℂ) (s : o → v → ℂ)
    (c : o → o → v → v → ℂ) : ℂ :=
  ∑ i, ∑ a, f i a * s i a + 1 / 4 * ∑ i, ∑ j, ∑ a, ∑ b, A i j a b * c i j a b
```

The second uses cluster amplitudes:

$$E_{\mathrm{CC}}=\sum_{ia}f_{ia}s_{ia}+\tfrac14\sum_{ijab}A_{ijab}t_{ijab}+\tfrac12\sum_{ijab}A_{ijab}s_{ia}s_{jb}.$$

The sums are unrestricted. The $f$ term is kept, so Brillouin's condition is not assumed.

```lean
/-- Coupled-cluster correlation energy from the cluster amplitudes `s` and `t`. -/
def ccEnergy (f : o → v → ℂ) (A : o → o → v → v → ℂ) (s : o → v → ℂ)
    (t : o → o → v → v → ℂ) : ℂ :=
  ∑ i, ∑ a, f i a * s i a + 1 / 4 * ∑ i, ∑ j, ∑ a, ∑ b, A i j a b * t i j a b
    + 1 / 2 * ∑ i, ∑ j, ∑ a, ∑ b, A i j a b * (s i a * s j b)
```

## (a) The energy difference for arbitrary couplings

**Task.** Without any symmetry of $A$ or $t$, show that

$$E_{\mathrm N}-E_{\mathrm{CC}}=-\tfrac14\sum_{ijab}A_{ijab}\,(s_{ia}s_{jb}+s_{ib}s_{ja}).$$

**Solution.** Insert $c$ into $E_{\mathrm N}$. The $f$ and $t$ terms cancel. The direct product $s_{ia}s_{jb}$ is left with the factor $\tfrac14-\tfrac12=-\tfrac14$, and the exchange product $s_{ib}s_{ja}$ with $-\tfrac14$.

In the proof, `e1` and `e2` split the sums into direct and exchange parts, and `ring` collects the factors.

```lean
/-- For arbitrary couplings, the Nesbet and coupled-cluster energies differ by a sum over
direct and exchange products of singles. -/
theorem nesbet_sub_cc (f : o → v → ℂ) (A : o → o → v → v → ℂ) (s : o → v → ℂ)
    (t : o → o → v → v → ℂ) :
    nesbetEnergy f A s (ciDoubles s t) - ccEnergy f A s t =
      -(1 / 4) * ∑ i, ∑ j, ∑ a, ∑ b, A i j a b * (s i a * s j b + s i b * s j a) := by
  have e1 : ∑ i, ∑ j, ∑ a, ∑ b, A i j a b * ciDoubles s t i j a b =
      ∑ i, ∑ j, ∑ a, ∑ b, A i j a b * t i j a b
        + ∑ i, ∑ j, ∑ a, ∑ b, A i j a b * (s i a * s j b)
        - ∑ i, ∑ j, ∑ a, ∑ b, A i j a b * (s i b * s j a) := by
    simp only [ciDoubles, mul_add, mul_sub, Finset.sum_add_distrib, Finset.sum_sub_distrib]
  have e2 : ∑ i, ∑ j, ∑ a, ∑ b, A i j a b * (s i a * s j b + s i b * s j a) =
      ∑ i, ∑ j, ∑ a, ∑ b, A i j a b * (s i a * s j b)
        + ∑ i, ∑ j, ∑ a, ∑ b, A i j a b * (s i b * s j a) := by
    simp only [mul_add, Finset.sum_add_distrib]
  unfold nesbetEnergy ccEnergy
  rw [e1, e2]
  ring
```

## (b) A sum whose terms cancel under label exchange

**Task.** Let $G_{ijab}+G_{jiab}+G_{ijba}+G_{jiba}=0$ for all labels. Show that

$$\sum_{ijab}G_{ijab}=0.$$

**Solution.** Call the sum $S$. Renaming $i\leftrightarrow j$, $a\leftrightarrow b$, or both, leaves $S$ unchanged. Adding the four versions gives $4S$, which is the sum of the vanishing combinations, so $S=0$.

The renamings are `e1`, `e2` and `e3`, each obtained by interchanging sums; `e4` sums the hypothesis.

```lean
/-- A four-index sum vanishes if its terms cancel under exchange of the occupied labels and of
the virtual labels. -/
theorem sum_eq_zero_of_exchange (G : o → o → v → v → ℂ)
    (h : ∀ i j a b, G i j a b + G j i a b + G i j b a + G j i b a = 0) :
    ∑ i, ∑ j, ∑ a, ∑ b, G i j a b = 0 := by
  have e1 : ∑ i, ∑ j, ∑ a, ∑ b, G i j a b = ∑ i, ∑ j, ∑ a, ∑ b, G j i a b :=
    Finset.sum_comm
  have e2 : ∑ i, ∑ j, ∑ a, ∑ b, G i j a b = ∑ i, ∑ j, ∑ a, ∑ b, G i j b a :=
    Finset.sum_congr rfl fun i _ => Finset.sum_congr rfl fun j _ => Finset.sum_comm
  have e3 : ∑ i, ∑ j, ∑ a, ∑ b, G i j a b = ∑ i, ∑ j, ∑ a, ∑ b, G j i b a :=
    e1.trans (Finset.sum_congr rfl fun i _ => Finset.sum_congr rfl fun j _ => Finset.sum_comm)
  have e4 : ∑ i, ∑ j, ∑ a, ∑ b, (G i j a b + G j i a b + G i j b a + G j i b a) = 0 :=
    Finset.sum_eq_zero fun i _ => Finset.sum_eq_zero fun j _ =>
      Finset.sum_eq_zero fun a _ => Finset.sum_eq_zero fun b _ => h i j a b
  simp only [Finset.sum_add_distrib] at e4
  linear_combination (1 / 4) * (e4 + e1 + e2 + e3)
```

## (c) The exact condition on the couplings

**Task.** For fixed $f$ and $A$, show that $E_{\mathrm N}=E_{\mathrm{CC}}$ for all $s$ and $t$ if and only if, for all labels,

$$A_{ijab}+A_{jiab}+A_{ijba}+A_{jiba}=0.$$

**Solution.** Suppose the condition holds. The factor $s_{ia}s_{jb}+s_{ib}s_{ja}$ is unchanged by either exchange, so its product with $A_{ijab}$ satisfies the hypothesis of (b). The difference in (a) is then zero.

Conversely, suppose the energies always agree. By (a), the quadratic form

$$Q(s)=\sum_{xypq}A_{xypq}(s_{xp}s_{yq}+s_{xq}s_{yp})$$

vanishes for every $s$. Hence $Q(u+w)-Q(u)-Q(w)=0$, which reads

$$\sum_{xypq}A_{xypq}(u_{xp}w_{yq}+w_{xp}u_{yq}+u_{xq}w_{yp}+w_{xq}u_{yp})=0.$$

Choose $u$ equal to one at $(i,a)$ and zero elsewhere, and $w$ equal to one at $(j,b)$ and zero elsewhere. The four terms give $A_{ijab}$, $A_{jiba}$, $A_{ijba}$ and $A_{jiab}$, so their sum is zero.

In Lean, `key` is $Q(s)=0$, `mixed` is the polarised identity, and the `if` expressions are the unit amplitudes. The last branch applies (b).

```lean
/-- The Nesbet and coupled-cluster energies agree for all amplitudes exactly when the part of
the couplings symmetric under both label exchanges vanishes. -/
theorem nesbet_eq_cc_iff (f : o → v → ℂ) (A : o → o → v → v → ℂ) :
    (∀ s t, nesbetEnergy f A s (ciDoubles s t) = ccEnergy f A s t) ↔
      ∀ i j a b, A i j a b + A j i a b + A i j b a + A j i b a = 0 := by
  classical
  constructor
  · intro h i j a b
    have key : ∀ s : o → v → ℂ,
        ∑ x, ∑ y, ∑ p, ∑ q, A x y p q * (s x p * s y q + s x q * s y p) = 0 := by
      intro s
      have h1 := nesbet_sub_cc f A s (fun _ _ _ _ => 0)
      rw [h s, sub_self] at h1
      linear_combination 4 * h1
    -- polarisation: the mixed terms of two singles amplitudes vanish as well
    have mixed : ∀ u w : o → v → ℂ, ∑ x, ∑ y, ∑ p, ∑ q, A x y p q *
        (u x p * w y q + w x p * u y q + u x q * w y p + w x q * u y p) = 0 := by
      intro u w
      have split : ∑ x, ∑ y, ∑ p, ∑ q, A x y p q * (u x p * u y q + u x q * u y p)
          + ∑ x, ∑ y, ∑ p, ∑ q, A x y p q * (w x p * w y q + w x q * w y p)
          + ∑ x, ∑ y, ∑ p, ∑ q, A x y p q *
            (u x p * w y q + w x p * u y q + u x q * w y p + w x q * u y p) =
          ∑ x, ∑ y, ∑ p, ∑ q, A x y p q * ((u x p + w x p) * (u y q + w y q)
            + (u x q + w x q) * (u y p + w y p)) := by
        simp only [← Finset.sum_add_distrib]
        refine Finset.sum_congr rfl fun x _ => Finset.sum_congr rfl fun y _ =>
          Finset.sum_congr rfl fun p _ => Finset.sum_congr rfl fun q _ => ?_
        ring
      have e := split.trans (key (fun x p => u x p + w x p))
      linear_combination e - key u - key w
    -- two unit amplitudes pick out single couplings
    have e := mixed (fun x p => if x = i then (if p = a then 1 else 0) else 0)
      (fun x p => if x = j then (if p = b then 1 else 0) else 0)
    simp only [mul_add, Finset.sum_add_distrib, mul_ite, mul_one, mul_zero,
      Finset.sum_ite_irrel, Finset.sum_const_zero, Finset.sum_ite_eq',
      Finset.mem_univ, if_true] at e
    linear_combination e
  · intro h s t
    have e := sum_eq_zero_of_exchange
      (fun i j a b => A i j a b * (s i a * s j b + s i b * s j a))
      (fun i j a b => by linear_combination (s i a * s j b + s i b * s j a) * h i j a b)
    have d := nesbet_sub_cc f A s t
    linear_combination d - (1 / 4) * e
```

## (d) Couplings antisymmetric in the virtual pair

**Task.** Let $A_{ijba}=-A_{ijab}$. Show that, for all $s$ and $t$,

$$E_{\mathrm N}=E_{\mathrm{CC}}.$$

**Solution.** In the condition of (c), the first and third terms cancel, as do the second and fourth. Antisymmetry in the occupied pair is not needed, nor is any symmetry of $t$. The `linear_combination` adds the two cancellations.

```lean
/-- For couplings antisymmetric in the virtual pair, the Nesbet energy of the CI doubles equals
the coupled-cluster energy. -/
theorem nesbet_eq_cc (f : o → v → ℂ) (A : o → o → v → v → ℂ)
    (hA : ∀ i j a b, A i j b a = -A i j a b) (s : o → v → ℂ) (t : o → o → v → v → ℂ) :
    nesbetEnergy f A s (ciDoubles s t) = ccEnergy f A s t :=
  (nesbet_eq_cc_iff f A).mpr
    (fun i j a b => by linear_combination hA i j a b + hA j i a b) s t
```

## Configurations and the reference row

To connect these expressions with a Schrödinger equation, each double excitation must be counted once. The labels are therefore ordered, and a double is a choice of $i<j$ and $a<b$.

```lean
/-- Pairs of distinct spin orbitals, each listed once in increasing order. -/
abbrev OrderedPair (o : Type*) [LinearOrder o] := {p : o × o // p.1 < p.2}
```

The configurations are the reference, the singles, these doubles and the members of `R`.

```lean
/-- Configurations: the reference, singles, doubles, and a set `R` of higher excitations. -/
abbrev Config (o v R : Type*) [LinearOrder o] [LinearOrder v] :=
  Unit ⊕ ((o × v) ⊕ ((OrderedPair o × OrderedPair v) ⊕ R))
```

The reference row of the Hamiltonian contains the reference energy $E_0=\langle\Phi_0|H|\Phi_0\rangle$, then $f$, $A$ and zeros. The zeros represent the Slater–Condon rule that a two-body operator cannot connect determinants differing by more than two spin orbitals. This structure is assumed, not derived from a second-quantised Hamiltonian.

```lean
/-- Reference row of the Hamiltonian: `E0`, then `f` to singles, `A` to doubles, zero beyond. -/
def referenceRow {o v R : Type*} [LinearOrder o] [LinearOrder v] (E0 : ℂ) (f : o → v → ℂ)
    (A : o → o → v → v → ℂ) : Config o v R → ℂ :=
  Sum.elim (fun _ => E0) (Sum.elim (fun p => f p.1 p.2)
    (Sum.elim (fun d => A d.1.1.1 d.1.1.2 d.2.1.1 d.2.1.2) (fun _ => 0)))
```

The CI vector is intermediately normalised: its reference coefficient is one. States orthogonal to the reference are thereby excluded.

```lean
/-- CI vector with reference coefficient one, singles `s`, doubles `c` and higher part `r`. -/
def ciVector {o v R : Type*} [LinearOrder o] [LinearOrder v] (s : o → v → ℂ)
    (c : o → o → v → v → ℂ) (r : R → ℂ) : Config o v R → ℂ :=
  Sum.elim (fun _ => 1) (Sum.elim (fun p => s p.1 p.2)
    (Sum.elim (fun d => c d.1.1.1 d.1.1.2 d.2.1.1 d.2.1.2) r))
```

## (e) From ordered pairs to unrestricted sums

**Task.** Let $g_{ij}=g_{ji}$ and $g_{ii}=0$. Show that

$$\sum_{i<j}g_{ij}=\tfrac12\sum_{ij}g_{ij}.$$

**Solution.** Split the full sum into $i<j$, $i=j$ and $i>j$. The diagonal contributes zero, and the last part equals the first after renaming. In the proof, `h3` makes this three-way split and `h2` does the renaming.

```lean
/-- A symmetric pair quantity with zero diagonal, summed over ordered pairs, gives half its
unrestricted sum. -/
theorem sum_orderedPair [LinearOrder o] (g : o → o → ℂ) (hs : ∀ i j, g i j = g j i)
    (h0 : ∀ i, g i i = 0) :
    ∑ p : OrderedPair o, g p.1.1 p.1.2 = 1 / 2 * ∑ i, ∑ j, g i j := by
  have hm : ∀ p : o × o, p ∈ Finset.univ.filter (fun p : o × o => p.1 < p.2) ↔ p.1 < p.2 := by
    simp
  have h1 : ∑ p : OrderedPair o, g p.1.1 p.1.2 = ∑ i, ∑ j, if i < j then g i j else 0 := by
    refine (Finset.sum_subtype _ hm (fun p => g p.1 p.2)).symm.trans ?_
    rw [Finset.sum_filter, Fintype.sum_prod_type]
  have h2 : ∑ i, ∑ j, (if j < i then g j i else 0) = ∑ i, ∑ j, if i < j then g i j else 0 :=
    Finset.sum_comm
  have h3 : ∀ i j, g i j = (if i < j then g i j else 0) + (if j < i then g j i else 0) := by
    intro i j
    rcases lt_trichotomy i j with h | h | h
    · rw [if_pos h, if_neg (lt_asymm h), add_zero]
    · subst h
      simp [h0]
    · rw [if_neg (lt_asymm h), if_pos h, zero_add]
      exact hs i j
  have h4 : ∑ i, ∑ j, g i j =
      ∑ i, ∑ j, ((if i < j then g i j else 0) + (if j < i then g j i else 0)) :=
    Finset.sum_congr rfl fun i _ => Finset.sum_congr rfl fun j _ => h3 i j
  simp only [Finset.sum_add_distrib] at h4
  rw [h1]
  linear_combination -(1 / 2) * h4 - (1 / 2) * h2
```

## (f) The energy from the projected Schrödinger equation

**Task.** Let $A$ and $c$ be antisymmetric in both pairs, and let the CI vector satisfy the reference component of $H\Psi=E\Psi$. Show that

$$E=E_0+\sum_{ia}f_{ia}s_{ia}+\tfrac14\sum_{ijab}A_{ijab}c_{ijab}.$$

**Solution.** Multiplying the reference row by the vector gives

$$E_0+\sum_{ia}f_{ia}s_{ia}+\sum_{i<j}\sum_{a<b}A_{ijab}c_{ijab}=E.$$

The product $A_{ijab}c_{ijab}$ is symmetric under each exchange, because two signs cancel, and it vanishes for $i=j$ or $a=b$. Applying (e) to the virtual and then the occupied pair gives $\tfrac12\cdot\tfrac12=\tfrac14$.

Here `hH` fixes the reference row and `hE` is the projected equation. The other rows of `H` are unrestricted, and Hermiticity is not required. Inside the proof, `hd` establishes the factor $\tfrac14$, with `hv` and `ho` as the two uses of (e).

```lean
/-- Nesbet theorem: the Schrödinger equation projected on the reference gives the energy from the
reference energy, the couplings, and the singles and doubles coefficients. -/
theorem nesbet_theorem [LinearOrder o] [LinearOrder v] (H : Matrix (Config o v R) (Config o v R) ℂ)
    (E E0 : ℂ) (f s : o → v → ℂ) (A c : o → o → v → v → ℂ) (r : R → ℂ)
    (hA : IsAntisymmetrized A) (hc : IsAntisymmetrized c)
    (hH : ∀ k, H (Sum.inl ()) k = referenceRow E0 f A k)
    (hE : (H *ᵥ ciVector s c r) (Sum.inl ()) = E * ciVector s c r (Sum.inl ())) :
    E = E0 + nesbetEnergy f A s c := by
  have hs : ∑ p : o × v, f p.1 p.2 * s p.1 p.2 = ∑ i, ∑ a, f i a * s i a :=
    Fintype.sum_prod_type _
  -- ordered doubles carry the factor 1/4
  have hd : ∑ d : OrderedPair o × OrderedPair v, A d.1.1.1 d.1.1.2 d.2.1.1 d.2.1.2 *
      c d.1.1.1 d.1.1.2 d.2.1.1 d.2.1.2 =
      1 / 4 * ∑ i, ∑ j, ∑ a, ∑ b, A i j a b * c i j a b := by
    have hv : ∀ i j, ∑ q : OrderedPair v, A i j q.1.1 q.1.2 * c i j q.1.1 q.1.2 =
        1 / 2 * ∑ a, ∑ b, A i j a b * c i j a b := fun i j =>
      sum_orderedPair (fun a b => A i j a b * c i j a b)
        (fun a b => by rw [hA.2 i j a b, hc.2 i j a b]; ring)
        (fun a => by
          have h : A i j a a = 0 := by linear_combination (1 / 2) * hA.2 i j a a
          simp [h])
    have ho := sum_orderedPair (fun i j => 1 / 2 * ∑ a, ∑ b, A i j a b * c i j a b)
      (fun i j => by simp only [hA.1 i j, hc.1 i j, neg_mul_neg])
      (fun i => by
        have h : ∀ a b, A i i a b = 0 := fun a b => by
          linear_combination (1 / 2) * hA.1 i i a b
        simp [h])
    rw [Fintype.sum_prod_type]
    simp only [hv]
    rw [ho]
    simp only [← Finset.mul_sum]
    ring
  simp only [Matrix.mulVec, dotProduct, hH, Fintype.sum_sum_type, referenceRow, ciVector,
    Sum.elim_inl, Sum.elim_inr, Finset.univ_unique, Finset.sum_singleton, zero_mul,
    Finset.sum_const_zero, mul_one, add_zero] at hE
  unfold nesbetEnergy
  linear_combination -hE + hs + hd
```

## (g) The same energy in cluster amplitudes

**Task.** Let $A$ and $t$ be antisymmetric in both pairs, and let $c$ be built from $s$ and $t$ as above. Under the same projected equation, show that

$$E=E_0+\sum_{ia}f_{ia}s_{ia}+\tfrac14\sum_{ijab}A_{ijab}t_{ijab}+\tfrac12\sum_{ijab}A_{ijab}s_{ia}s_{jb}.$$

**Solution.** Exchanging $i,j$ or $a,b$ interchanges the two products of singles in $c$, whose difference changes sign. Thus $c$ is antisymmetric, (f) applies, and (d) converts the energy. In the proof, `hc` records the antisymmetry of $c$; the goal is then rewritten with (d) and closed by (f).

For a finite spin-orbital basis and an intermediately normalised state, this allows an energy computed from CI coefficients to be compared with the coupled-cluster formula after the amplitudes have been converted. The equations that determine the amplitudes play no part in it.

```lean
/-- With CI doubles built from cluster amplitudes, the Schrödinger equation projected on the
reference gives the coupled-cluster energy expression. -/
theorem projected_energy_eq_cc [LinearOrder o] [LinearOrder v]
    (H : Matrix (Config o v R) (Config o v R) ℂ)
    (E E0 : ℂ) (f s : o → v → ℂ) (A t : o → o → v → v → ℂ) (r : R → ℂ)
    (hA : IsAntisymmetrized A) (ht : IsAntisymmetrized t)
    (hH : ∀ k, H (Sum.inl ()) k = referenceRow E0 f A k)
    (hE : (H *ᵥ ciVector s (ciDoubles s t) r) (Sum.inl ()) =
      E * ciVector s (ciDoubles s t) r (Sum.inl ())) :
    E = E0 + ccEnergy f A s t := by
  have hc : IsAntisymmetrized (ciDoubles s t) :=
    ⟨fun i j a b => by unfold ciDoubles; linear_combination ht.1 i j a b,
      fun i j a b => by unfold ciDoubles; linear_combination ht.2 i j a b⟩
  rw [← nesbet_eq_cc f A hA.2 s t]
  exact nesbet_theorem H E E0 f s A _ r hA hc hH hE
```

## (h) A nonzero example with two occupied and two virtual orbitals

**Task.** Number the occupied and the virtual orbitals separately by $0,1$. Show that the following array is antisymmetric in both pairs and not identically zero, and compare the two energies for one choice of amplitudes:

$$A_{ijab}=(i-j)(a-b).$$

**Solution.** Each exchange reverses one factor, and $A_{0101}=(-1)(-1)=1$.

For the energies, take $f=0$, $s_{00}=0.3$, $s_{01}=0.1$, $s_{10}=0.2$, $s_{11}=0.4$, and antisymmetric $t$ with $t_{0101}=-0.25$. The amplitudes are dimensionless, while $A$ and the energies are in an arbitrary energy unit. Then

$$c_{0101}=-0.25+0.12-0.02=-0.15.$$

The four nonzero terms of $\sum Ac$ are equal, so $E_{\mathrm N}=-0.15$. On the other side,

$$E_{\mathrm{CC}}=-0.25+\tfrac12(0.12-0.02-0.02+0.12)=-0.15.$$

The Lean statement concerns the array alone: `ring` proves the sign changes and `norm_num` the nonzero entry.

```lean
/-- For two occupied and two virtual orbitals, the array `(i - j)(a - b)` is antisymmetric in
both pairs and has a nonzero entry. -/
theorem isAntisymmetrized_witness :
    IsAntisymmetrized (fun i j a b : Fin 2 =>
      ((i.val : ℂ) - (j.val : ℂ)) * ((a.val : ℂ) - (b.val : ℂ))) ∧
    (((0 : Fin 2).val : ℂ) - ((1 : Fin 2).val : ℂ)) *
      (((0 : Fin 2).val : ℂ) - ((1 : Fin 2).val : ℂ)) ≠ 0 := by
  refine ⟨⟨fun i j a b => by ring, fun i j a b => by ring⟩, ?_⟩
  norm_num

end

end NesbetTheorem
```

```lean
#print axioms NesbetTheorem.nesbet_eq_cc_iff
#print axioms NesbetTheorem.projected_energy_eq_cc
```

```
'NesbetTheorem.nesbet_eq_cc_iff' depends on axioms: [propext, Classical.choice, Quot.sound]
'NesbetTheorem.projected_energy_eq_cc' depends on axioms: [propext, Classical.choice, Quot.sound]
```
